# The average of the chain dispersion −2t cos k over a momentum patch of width 2π/L differs from its value at the patch centre by at most |t|π²/(3L²)

Take a tight-binding chain with nearest-neighbour hopping \(t>0\) and lattice spacing 1, and divide its Brillouin zone into two patches, centred at \(k=0\) and \(k=\pi\). At the first centre the energy is \(-2t\), the band minimum. Averaged over the patch, it is

\[
\frac{1}{\pi}\int_{-\pi/2}^{\pi/2}(-2t\cos k)\,dk=-\frac{4t}{\pi}\approx-1.27\,t .
\]

The flanks of the patch lie higher than its centre, so the average moves up. At \(k=\pi\) it moves down by the same amount, and the band narrows by the factor \(2/\pi=\sin(\pi/2)/(\pi/2)\).

With \(L\) patches the factor is \(\sin(\pi/L)/(\pi/L)\), which approaches 1 quadratically in \(1/L\). Such averages appear in the dynamical cluster approximation, where the patch-averaged dispersion is the one-body level of a cluster momentum; the results here concern that level for a one-dimensional nearest-neighbour band, and not the interacting solution.

```lean
import Mathlib

open Filter Topology
open scoped Real

namespace PatchCoarseGraining

noncomputable section
```

## The band and its patch average

For real \(t\) of either sign and real \(k\), the dispersion is

\[
\varepsilon(k)=-2t\cos k .
\]

In Lean, `dispersion t` is this function of momentum at fixed hopping.

```lean
/-- The nearest-neighbour tight-binding dispersion `-2t cos k` of a chain with hopping `t`. -/
def dispersion (t k : ℝ) : ℝ := -2 * t * Real.cos k
```

For a function \(f\) of momentum, the average over the patch centred at \(K\) is

\[
\bar f_L(K)=\frac{L}{2\pi}\int_{K-\pi/L}^{K+\pi/L} f(k)\,dk .
\]

The natural number \(L\) counts patches, and so corresponds to the cluster size often written \(N_c\), not to the length of the chain. The centre \(K\) may be any real number; it need not belong to a cluster's discrete set of momenta.

```lean
/-- The average of a function of momentum over the patch `[K - π/L, K + π/L]`,
for a number of patches `L ≥ 1`. -/
def patchAverage (f : ℝ → ℝ) (L : ℕ) (K : ℝ) : ℝ :=
  (∫ k in (K - π / L)..(K + π / L), f k) / (2 * π / L)
```

## Integrating over a window

For a window of half-width \(\delta\),

\[
\int_{K-\delta}^{K+\delta}(-2t\cos k)\,dk=-2t\,[\sin(K+\delta)-\sin(K-\delta)]=-4t\cos K\sin\delta .
\]

The proof follows the same line: `integral_cos` evaluates the integral, and the addition formulas leave an identity for `ring`.

```lean
/-- The integral of the chain dispersion over a momentum window of half-width `δ`
centred at `K` is `-4t cos K sin δ`. -/
theorem integral_dispersion (t K δ : ℝ) :
    ∫ k in (K - δ)..(K + δ), dispersion t k = -4 * t * Real.cos K * Real.sin δ := by
  simp only [dispersion]
  rw [intervalIntegral.integral_const_mul, integral_cos, Real.sin_add, Real.sin_sub]
  ring
```

## A cubic lower bound for the sine

To control the narrowing factor, let \(g(y)=\sin y-y+y^3/6\). Then

\[
g'(y)=\cos y-1+\frac{y^2}{2}\ge 0,\qquad g(0)=0,
\]

so \(g(x)\ge0\), that is \(\sin x\ge x-x^3/6\), for every \(x\ge0\).

The Mathlib device here is `monotone_of_deriv_nonneg`. It asks for a function differentiable on the whole line with a nonnegative derivative, and returns `Monotone`. The single statement `hd` supplies both the differentiability and the value of the derivative. A proof of `Monotone` can be applied like a function to an inequality between arguments, so `hm hx` turns \(0\le x\) into \(g(0)\le g(x)\). This is the only place where the sign of \(x\) enters.

```lean
/-- For `x ≥ 0` the sine is bounded below by its third-order Taylor polynomial. -/
theorem sub_cube_le_sin {x : ℝ} (hx : 0 ≤ x) : x - x ^ 3 / 6 ≤ Real.sin x := by
  have hd : ∀ y : ℝ, HasDerivAt (fun y : ℝ => Real.sin y - (y - y ^ 3 / 6))
      (Real.cos y - (1 - y ^ 2 / 2)) y := by
    intro y
    have h3 : HasDerivAt (fun y : ℝ => y ^ 3) (3 * y ^ 2) y := by
      simpa using hasDerivAt_pow 3 y
    have h := (Real.hasDerivAt_sin y).fun_sub
      ((hasDerivAt_id' y).fun_sub (h3.div_const 6))
    exact h.congr_deriv (by ring)
  -- the difference grows because `1 - y²/2 ≤ cos y`
  have hm : Monotone (fun y : ℝ => Real.sin y - (y - y ^ 3 / 6)) :=
    monotone_of_deriv_nonneg (fun y => (hd y).differentiableAt) (fun y => by
      rw [(hd y).deriv]
      linarith [Real.one_sub_sq_div_two_le_cos (x := y)])
  have h : Real.sin 0 - (0 - 0 ^ 3 / 6) ≤ Real.sin x - (x - x ^ 3 / 6) := hm hx
  rw [Real.sin_zero] at h
  linarith
```

## The narrowing factor and the error bound

Put \(x=\pi/L\) and \(r=\sin x/x\). The patch has width \(2x\), so

\[
\bar\varepsilon_L(K)=\frac{-4t\cos K\sin x}{2x}=-2t\cos K\;r,
\qquad
\bar\varepsilon_L(K)-\varepsilon(K)=2t\cos K\,(1-r).
\]

Since \(x-x^3/6\le\sin x\le x\), the bracket satisfies \(0\le1-r\le x^2/6\). With \(|\cos K|\le1\),

\[
|\bar\varepsilon_L(K)-\varepsilon(K)|\le 2|t|\,\frac{x^2}{6}=\frac{|t|\pi^2}{3L^2}.
\]

The theorem states the exact average and this bound as a conjunction, for all real \(t\) and \(K\) and every \(L\ge1\). In the proof, `hup` and `hlow` enclose \(r\), `herr` is the error formula, and the final `calc` multiplies the two estimates.

```lean
/-- For `L ≥ 1`, the patch average of the chain dispersion is `-2t cos K` times
`sin(π/L)/(π/L)`, and it differs from the dispersion at the patch centre by at most
`|t|π²/(3L²)`. -/
theorem patchAverage_dispersion (t K : ℝ) {L : ℕ} (hL : 1 ≤ L) :
    patchAverage (dispersion t) L K
        = -2 * t * Real.cos K * (Real.sin (π / L) / (π / L)) ∧
      |patchAverage (dispersion t) L K - dispersion t K| ≤ |t| * π ^ 2 / (3 * L ^ 2) := by
  have hL0 : (0 : ℝ) < L := by exact_mod_cast hL
  have hx : 0 < π / L := by positivity
  have havg : patchAverage (dispersion t) L K
      = -2 * t * Real.cos K * (Real.sin (π / L) / (π / L)) := by
    rw [patchAverage, integral_dispersion]
    ring
  refine ⟨havg, ?_⟩
  -- the reduction factor lies between `1 - x²/6` and `1`
  have hup : Real.sin (π / L) / (π / L) ≤ 1 := by
    rw [div_le_one hx]
    exact Real.sin_le hx.le
  have hlow : 1 - (π / L) ^ 2 / 6 ≤ Real.sin (π / L) / (π / L) := by
    rw [le_div_iff₀ hx]
    linarith [sub_cube_le_sin hx.le]
  have herr : patchAverage (dispersion t) L K - dispersion t K
      = 2 * (t * Real.cos K) * (1 - Real.sin (π / L) / (π / L)) := by
    rw [havg, dispersion]
    ring
  have hc : |t * Real.cos K| ≤ |t| := by
    rw [abs_mul]
    exact mul_le_of_le_one_right (abs_nonneg t) (Real.abs_cos_le_one K)
  rw [herr, abs_mul, abs_mul, abs_of_pos (by norm_num : (0 : ℝ) < 2),
    abs_of_nonneg (sub_nonneg.mpr hup)]
  calc 2 * |t * Real.cos K| * (1 - Real.sin (π / L) / (π / L))
      ≤ 2 * |t| * ((π / L) ^ 2 / 6) :=
        mul_le_mul (by linarith) (by linarith) (sub_nonneg.mpr hup) (by positivity)
    _ = |t| * π ^ 2 / (3 * L ^ 2) := by ring
```

## The limiting coefficient

The cubic term of the sine series fixes the leading size of the error at large \(L\); the later terms only contribute a remainder that vanishes in the limit below. With \(x=\pi/L\),

\[
L^2(1-r)-\frac{\pi^2}{6}=-\frac{L^3}{\pi}\left[\sin x-\left(x-\frac{x^3}{6}\right)\right].
\]

For \(L\ge4\) we have \(x\le1\), and the square bracket is at most \(x^4/100\) in absolute value. The right-hand side is then at most \(\pi^3/(100L)\) in absolute value, which tends to zero. Multiplying by \(2t\cos K\) gives, at fixed \(K\),

\[
L^2\,[\bar\varepsilon_L(K)-\varepsilon(K)]\longrightarrow\frac{\pi^2}{3}\,t\cos K .
\]

The order is therefore exactly two where \(t\cos K\ne0\); where \(\cos K=0\) the error vanishes for every \(L\). At \(K=0\) the limit has magnitude \(|t|\pi^2/3\), so no smaller constant would serve for all \(K\) and \(L\).

In Lean, `Real.sin_bound` supplies the Taylor remainder and `squeeze_zero_norm'` turns the estimate into a limit. The condition \(L\ge4\) is harmless because a limit along `atTop` ignores finitely many \(L\).

```lean
/-- As the number of patches grows, `L²` times the coarse-graining error at fixed `K`
tends to `(π²/3) t cos K`. -/
theorem tendsto_sq_mul_error (t K : ℝ) :
    Tendsto (fun L : ℕ => (L : ℝ) ^ 2 *
      (patchAverage (dispersion t) L K - dispersion t K)) atTop
      (𝓝 (π ^ 2 / 3 * (t * Real.cos K))) := by
  have h0 : Tendsto (fun L : ℕ => (L : ℝ) ^ 2 *
      (1 - Real.sin (π / L) / (π / L)) - π ^ 2 / 6) atTop (𝓝 0) := by
    refine squeeze_zero_norm' (a := fun L : ℕ => (π ^ 3 / 100) / (L : ℝ)) ?_
      (tendsto_const_div_atTop_nhds_zero_nat _)
    filter_upwards [eventually_ge_atTop 4] with L hL
    have hL4 : (4 : ℝ) ≤ L := by exact_mod_cast hL
    have hL0 : (0 : ℝ) < L := by linarith
    have hx0 : 0 < π / L := by positivity
    have hx1 : π / L ≤ 1 := by
      rw [div_le_one hL0]
      linarith [Real.pi_le_four]
    -- the Taylor remainder of the sine controls the correction
    have hb := Real.sin_bound (abs_le.mpr ⟨by linarith, hx1⟩)
    rw [abs_of_pos hx0] at hb
    have hpow : (π / L) ^ 5 ≤ (π / L) ^ 4 :=
      pow_le_pow_of_le_one hx0.le hx1 (by norm_num)
    have hb4 : |Real.sin (π / L) - (π / L - (π / L) ^ 3 / 6)| ≤ (π / L) ^ 4 / 100 := by
      linarith
    have e : ∀ s : ℝ, (L : ℝ) ^ 2 * (1 - s / (π / L)) - π ^ 2 / 6
        = -((L : ℝ) ^ 3 / π) * (s - (π / L - (π / L) ^ 3 / 6)) := by
      intro s
      field_simp
      ring
    rw [e, Real.norm_eq_abs, abs_mul, abs_neg,
      abs_of_pos (by positivity : 0 < (L : ℝ) ^ 3 / π)]
    calc (L : ℝ) ^ 3 / π * |Real.sin (π / L) - (π / L - (π / L) ^ 3 / 6)|
        ≤ (L : ℝ) ^ 3 / π * ((π / L) ^ 4 / 100) :=
          mul_le_mul_of_nonneg_left hb4 (by positivity)
      _ = (π ^ 3 / 100) / (L : ℝ) := by field_simp
  have h1 := (h0.add_const (π ^ 2 / 6)).const_mul (2 * t * Real.cos K)
  have h2 : 2 * t * Real.cos K * (0 + π ^ 2 / 6) = π ^ 2 / 3 * (t * Real.cos K) := by
    ring
  rw [h2] at h1
  refine h1.congr' ?_
  filter_upwards [eventually_ge_atTop 1] with L hL
  rw [(patchAverage_dispersion t K hL).1, dispersion]
  ring
```

## One patch averages the band to zero

For \(L=1\) the patch is a full period, and \(\sin\pi=0\) gives \(\bar\varepsilon_1(K)=0\) for every \(K\). All dispersion is lost from the averaged level, as in a single-site description.

```lean
/-- With a single patch, the coarse-grained chain dispersion vanishes. -/
theorem patchAverage_one (t K : ℝ) : patchAverage (dispersion t) 1 K = 0 := by
  rw [(patchAverage_dispersion t K le_rfl).1]
  simp
```

## Patches together recover the zone average

Let \(f\) be continuous and \(2\pi\)-periodic, and let \(K_n=2\pi n/L\) for \(n=0,\dots,L-1\). Neighbouring patches share an edge, \(K_n+\pi/L=K_{n+1}-\pi/L\), so their integrals join:

\[
\frac1L\sum_{n=0}^{L-1}\bar f_L(K_n)
=\frac1{2\pi}\int_{-\pi/L}^{2\pi-\pi/L}f(k)\,dk
=\frac1{2\pi}\int_{-\pi}^{\pi}f(k)\,dk .
\]

The last equality uses periodicity. Continuity alone is not enough: for \(f(k)=k\) and \(L=2\) the patch averages are \(0\) and \(\pi\), with mean \(\pi/2\), while the average over \([-\pi,\pi]\) is \(0\).

In the proof, `hterm` rewrites each upper edge as the next lower edge, `sum_integral_adjacent_intervals` joins the integrals, and `intervalIntegral_add_eq` shifts the full period.

```lean
/-- For a continuous `2π`-periodic function of momentum and `L ≥ 1`, the mean of the patch
averages centred at `2πn/L`, `n = 0, …, L-1`, is the average over the Brillouin zone. -/
theorem mean_patchAverage {f : ℝ → ℝ} (hf : Continuous f)
    (hp : Function.Periodic f (2 * π)) {L : ℕ} (hL : 1 ≤ L) :
    (∑ n ∈ Finset.range L, patchAverage f L (2 * π * n / L)) / L
      = (∫ k in (-π)..π, f k) / (2 * π) := by
  have hL0 : (0 : ℝ) < L := by exact_mod_cast hL
  -- neighbouring patches share an edge
  have hterm : ∀ n : ℕ, patchAverage f L (2 * π * n / L)
      = (∫ k in (2 * π * n / L - π / L)..(2 * π * ((n + 1 : ℕ) : ℝ) / L - π / L), f k)
        / (2 * π / L) := by
    intro n
    have e : 2 * π * n / L + π / L = 2 * π * ((n + 1 : ℕ) : ℝ) / L - π / L := by
      push_cast
      ring
    rw [patchAverage, e]
  have hs : ∑ n ∈ Finset.range L,
      (∫ k in (2 * π * n / L - π / L)..(2 * π * ((n + 1 : ℕ) : ℝ) / L - π / L), f k)
      = ∫ k in (2 * π * ((0 : ℕ) : ℝ) / L - π / L)..(2 * π * L / L - π / L), f k :=
    intervalIntegral.sum_integral_adjacent_intervals
      (a := fun n : ℕ => 2 * π * (n : ℝ) / L - π / L)
      (fun k _ => hf.intervalIntegrable _ _)
  have hend : 2 * π * L / L - π / L
      = (2 * π * ((0 : ℕ) : ℝ) / L - π / L) + 2 * π := by
    have h : 2 * π * L / L = 2 * π := mul_div_cancel_right₀ _ hL0.ne'
    rw [h]
    push_cast
    ring
  -- periodicity moves the joined patches onto the standard zone
  rw [Finset.sum_congr rfl (fun n _ => hterm n), ← Finset.sum_div, hs, hend,
    hp.intervalIntegral_add_eq _ (-π), show -π + 2 * π = π by ring]
  field_simp

end

end PatchCoarseGraining
```

```lean
#print axioms PatchCoarseGraining.patchAverage_dispersion
-- 'PatchCoarseGraining.patchAverage_dispersion' depends on axioms: [propext, Classical.choice, Quot.sound]
#print axioms PatchCoarseGraining.tendsto_sq_mul_error
-- 'PatchCoarseGraining.tendsto_sq_mul_error' depends on axioms: [propext, Classical.choice, Quot.sound]
#print axioms PatchCoarseGraining.patchAverage_one
-- 'PatchCoarseGraining.patchAverage_one' depends on axioms: [propext, Classical.choice, Quot.sound]
#print axioms PatchCoarseGraining.mean_patchAverage
-- 'PatchCoarseGraining.mean_patchAverage' depends on axioms: [propext, Classical.choice, Quot.sound]
```

## From the averaged level to the cluster Green function

A dynamical cluster calculation averages the lattice Green function over each patch, with the self-energy held constant there. Because the Green function depends nonlinearly on \(\varepsilon(k)\), its average is in general not obtained by inserting \(\bar\varepsilon_L(K)\) in place of \(\varepsilon(k)\). The bound thus measures the shift of the one-body level, and an error estimate for the Green function or the self-energy needs a separate argument.
